# Iterative refinement with an inexact solver: geometric error decay plus a round-off floor

Let $A$ be an invertible bounded linear operator on a Banach space, for instance an invertible matrix, and $E$ a bounded perturbation with $\|A^{-1}\|\,\|E\|\le t<1/2$. Then $M=A+E$ is invertible, and solving $Ax=b$ by refinement with $M$,

$$x_{k+1}=x_k+M^{-1}(b-Ax_k+f_k),\qquad \|M^{-1}f_k\|\le\eta,$$

leaves an error of at most

$$\|x_k-A^{-1}b\|\le q^k\,\|x_0-A^{-1}b\|+\frac{\eta}{1-q},\qquad q=\frac{t}{1-t}.$$

That is how I understand mixed-precision refinement: $M$ is the operator that my cheap, low-precision factorisation really inverts, and $f_k$ collects the remaining errors of step $k$. I would like to see this made rigorous, with explicit constants and a machine-checked proof. Does it hold as I have written it, and can I tell from the computed corrections when to stop?

## Each step multiplies the error by at most $t/(1-t)$ and adds at most $\eta$

Yes, the bound holds for every $k\ge 0$, for bounded operators on any Banach space. The size of a computed correction also bounds the current error, provided that $t$ and $\eta$ are known.

**Invertibility.** Factor $A+E=A(1+A^{-1}E)$. Since $\|A^{-1}E\|\le t<1$, the Neumann series inverts the second factor, so $M$ is a product of invertible operators.

**The contraction factor.** Take any vector $v$ and put $w=M^{-1}Ev$. Then $(A+E)w=Ev$, hence $Aw=E(v-w)$ and $w=A^{-1}E(v-w)$. Taking norms gives

$$\|w\|\le t\,\|v-w\|\le t(\|v\|+\|w\|),$$

so $(1-t)\|w\|\le t\|v\|$, which is $\|M^{-1}Ev\|\le q\|v\|$. This needs only $t<1$; the stronger condition $t<1/2$ makes $q<1$.

**One step.** Write $e_k=x_k-A^{-1}b$. The residual is $b-Ax_k=-Ae_k=Ee_k-Me_k$, and therefore

$$e_{k+1}=e_k+M^{-1}(Ee_k-Me_k+f_k)=M^{-1}Ee_k+M^{-1}f_k .$$

It follows that $\|e_{k+1}\|\le q\|e_k\|+\eta$.

**All steps.** Define

$$B_k=q^k\|e_0\|+\eta\,\frac{1-q^k}{1-q}.$$

Then $B_0=\|e_0\|$ and $B_{k+1}=qB_k+\eta$, so induction gives $\|e_k\|\le B_k$. Because $\eta\ge0$ and $q^k\ge0$, replacing $1-q^k$ by $1$ can only enlarge the right-hand side, and the result is your bound.

**When to stop.** Let $d_k=x_{k+1}-x_k$ be the computed correction. From $e_k=e_{k+1}-d_k$ we get $\|e_k\|\le q\|e_k\|+\eta+\|d_k\|$, that is,

$$\|e_k\|\le\frac{\|d_k\|+\eta}{1-q}.$$

**Whether $B_k$ can be improved.** Take the scalar problem $A=1$, $E=-t$, $b=0$, $x_0\ge0$, with $f_k=(-1)^{k+1}(1-t)\eta$. Then $x_{k+1}=-q\,x_k+(-1)^{k+1}\eta$, so $x_k=(-1)^kB_k$. The error equals $B_k$ at every step, and no smaller bound in terms of $t$, $\eta$ and $\|e_0\|$ can hold in general.

Here is the complete Lean file.

```lean
import Mathlib

namespace MixedPrecisionRefinement

noncomputable section

variable {𝕜 X : Type*} [NontriviallyNormedField 𝕜] [NormedAddCommGroup X] [NormedSpace 𝕜 X]

/-- The exact solution `A⁻¹ b` of the linear system with invertible operator `A`. -/
def solve (A : (X →L[𝕜] X)ˣ) (b : X) : X := (A⁻¹).val b

/-- One refinement step: the residual of `A`, disturbed by `f`, is solved with `M`
and the resulting correction is added to `x`. -/
def refineStep (A M : (X →L[𝕜] X)ˣ) (b f x : X) : X :=
  x + solve M (b - A.val x + f)

/-- The error allowed after `k` steps with contraction factor `q`, initial error `e`
and a disturbance of size `η` in each step. -/
def errorBudget (q η e : ℝ) (k : ℕ) : ℝ := q ^ k * e + η * (1 - q ^ k) / (1 - q)

lemma apply_solve (A : (X →L[𝕜] X)ˣ) (b : X) : A.val (solve A b) = b :=
  DFunLike.congr_fun A.mul_inv b

lemma solve_apply (A : (X →L[𝕜] X)ˣ) (x : X) : solve A (A.val x) = x :=
  DFunLike.congr_fun A.inv_mul x

lemma errorBudget_succ {q : ℝ} (hq : q < 1) (η e : ℝ) (k : ℕ) :
    errorBudget q η e (k + 1) = q * errorBudget q η e k + η := by
  have h : 1 - q ≠ 0 := by linarith
  unfold errorBudget
  field_simp
  ring

lemma factor_lt_one {t : ℝ} (h : t < 1 / 2) : t / (1 - t) < 1 := by
  rw [div_lt_one (by linarith)]
  linarith

/-- On a complete space, an invertible operator stays invertible under a perturbation `E` with
`‖A⁻¹‖ ‖E‖ < 1`. -/
theorem isUnit_perturbed [CompleteSpace X] (A : (X →L[𝕜] X)ˣ) (E : X →L[𝕜] X)
    (h : ‖(A⁻¹).val‖ * ‖E‖ < 1) : IsUnit (A.val + E) := by
  -- factor out `A` and use the Neumann series for the rest
  have hfac : A.val + E = A.val * (1 - -((A⁻¹).val * E)) := by
    rw [sub_neg_eq_add, mul_add, mul_one, Units.mul_inv_cancel_left]
  have hn : ‖-((A⁻¹).val * E)‖ < 1 := by
    rw [norm_neg]
    exact lt_of_le_of_lt (norm_mul_le _ _) h
  rw [hfac]
  exact A.isUnit.mul (isUnit_one_sub_of_norm_lt_one hn)

/-- If `M = A + E` and `‖A⁻¹‖ ‖E‖ ≤ t < 1`, the norm of `M⁻¹ E v` is at most `t / (1 - t)` times the
norm of `v`. -/
theorem norm_solve_perturbation_le {A M : (X →L[𝕜] X)ˣ} {E : X →L[𝕜] X} {t : ℝ}
    (hM : M.val = A.val + E) (ht : ‖(A⁻¹).val‖ * ‖E‖ ≤ t) (h : t < 1) (v : X) :
    ‖solve M (E v)‖ ≤ t / (1 - t) * ‖v‖ := by
  have h1 := apply_solve M (E v)
  set w := solve M (E v) with hw
  have h2 : A.val w + E w = E v := by
    rw [hM] at h1
    exact h1
  -- `w` also solves a system with the exact operator
  have h3 : w = solve A (E (v - w)) := by
    have h4 : E (v - w) = A.val w := by
      rw [map_sub, ← h2]
      abel
    rw [h4, solve_apply]
  have h5 : ‖w‖ ≤ t * (‖v‖ + ‖w‖) := by
    calc ‖w‖ = ‖solve A (E (v - w))‖ := congrArg norm h3
      _ ≤ ‖(A⁻¹).val‖ * ‖E (v - w)‖ := (A⁻¹).val.le_opNorm _
      _ ≤ ‖(A⁻¹).val‖ * (‖E‖ * ‖v - w‖) :=
          mul_le_mul_of_nonneg_left (E.le_opNorm _) (norm_nonneg _)
      _ = (‖(A⁻¹).val‖ * ‖E‖) * ‖v - w‖ := by ring
      _ ≤ t * ‖v - w‖ := mul_le_mul_of_nonneg_right ht (norm_nonneg _)
      _ ≤ t * (‖v‖ + ‖w‖) :=
          mul_le_mul_of_nonneg_left (norm_sub_le _ _) (le_trans (by positivity) ht)
  rw [div_mul_eq_mul_div, le_div_iff₀ (by linarith)]
  nlinarith

/-- The error after a step is `M⁻¹ E` applied to the old error, plus `M⁻¹ f`. -/
theorem error_step {A M : (X →L[𝕜] X)ˣ} {E : X →L[𝕜] X} (hM : M.val = A.val + E)
    (b f x : X) : refineStep A M b f x - solve A b
      = solve M (E (x - solve A b)) + solve M f := by
  have h : b - A.val x + f = E (x - solve A b) + f - M.val (x - solve A b) := by
    rw [hM, add_apply, map_sub A.val, apply_solve]
    abel
  have hs : ∀ u w : X, solve M (u + f - M.val w) = solve M u + solve M f - w := by
    intro u w
    have h1 : solve M (u + f - M.val w) = solve M u + solve M f - solve M (M.val w) := by
      simp only [solve, map_add, map_sub]
    rw [h1, solve_apply]
  unfold refineStep
  rw [h, hs]
  abel

/-- After `k` disturbed refinement steps the error is within the finite-step budget. -/
theorem error_le_budget {A M : (X →L[𝕜] X)ˣ} {E : X →L[𝕜] X} {t η : ℝ}
    (hM : M.val = A.val + E) (ht : ‖(A⁻¹).val‖ * ‖E‖ ≤ t) (h : t < 1 / 2)
    {b : X} {x f : ℕ → X} (hx : ∀ k, x (k + 1) = refineStep A M b (f k) (x k))
    (hf : ∀ k, ‖solve M (f k)‖ ≤ η) (k : ℕ) :
    ‖x k - solve A b‖ ≤ errorBudget (t / (1 - t)) η ‖x 0 - solve A b‖ k := by
  have ht0 : 0 ≤ t := le_trans (by positivity) ht
  have hq0 : 0 ≤ t / (1 - t) := div_nonneg ht0 (by linarith)
  induction k with
  | zero => simp [errorBudget]
  | succ k ih =>
    rw [errorBudget_succ (factor_lt_one h), hx k, error_step hM]
    have h1 := norm_solve_perturbation_le hM ht (by linarith) (x k - solve A b)
    have h2 := mul_le_mul_of_nonneg_left ih hq0
    exact (norm_add_le _ _).trans (add_le_add (h1.trans h2) (hf k))

/-- Mixed-precision refinement on a complete space: if `‖A⁻¹‖ ‖E‖ ≤ t < 1/2`, then `M = A + E` is
invertible, and after `k` refinement steps with `M` the error is at most `q ^ k` times the initial
error plus `η / (1 - q)`, where `q = t / (1 - t)` and `η` bounds every `‖M⁻¹ f‖`. -/
theorem mixed_precision_refinement [CompleteSpace X] (A : (X →L[𝕜] X)ˣ)
    (E : X →L[𝕜] X) {t : ℝ} (ht : ‖(A⁻¹).val‖ * ‖E‖ ≤ t) (h : t < 1 / 2) :
    ∃ M : (X →L[𝕜] X)ˣ, M.val = A.val + E ∧
      ∀ (b : X) (x f : ℕ → X) (η : ℝ),
        (∀ k, x (k + 1) = refineStep A M b (f k) (x k)) →
        (∀ k, ‖solve M (f k)‖ ≤ η) →
        ∀ k, ‖x k - solve A b‖ ≤
          (t / (1 - t)) ^ k * ‖x 0 - solve A b‖ + η / (1 - t / (1 - t)) := by
  obtain ⟨M, hM⟩ := isUnit_perturbed A E (by linarith)
  refine ⟨M, hM, fun b x f η hx hf k => ?_⟩
  refine (error_le_budget hM ht h hx hf k).trans ?_
  have ht0 : 0 ≤ t := le_trans (by positivity) ht
  have hη : 0 ≤ η := (norm_nonneg _).trans (hf 0)
  have hq : 0 < 1 - t / (1 - t) := by linarith [factor_lt_one h]
  have hp : 0 ≤ (t / (1 - t)) ^ k := pow_nonneg (div_nonneg ht0 (by linarith)) k
  unfold errorBudget
  have hnum : η * (1 - (t / (1 - t)) ^ k) ≤ η := by nlinarith
  have hdiv := div_le_div_of_nonneg_right hnum hq.le
  linarith

/-- Stopping criterion: the error of the current iterate is bounded by the size of the
computed correction plus `η`, divided by `1 - q`. -/
theorem stopping_criterion {A M : (X →L[𝕜] X)ˣ} {E : X →L[𝕜] X} {t η : ℝ}
    (hM : M.val = A.val + E) (ht : ‖(A⁻¹).val‖ * ‖E‖ ≤ t) (h : t < 1 / 2)
    {b f : X} (hf : ‖solve M f‖ ≤ η) (x : X) :
    ‖x - solve A b‖ ≤ (‖refineStep A M b f x - x‖ + η) / (1 - t / (1 - t)) := by
  have h1 := norm_solve_perturbation_le hM ht (by linarith) (x - solve A b)
  -- old error = new error minus correction
  have h2 : x - solve A b = (solve M (E (x - solve A b)) + solve M f)
      - (refineStep A M b f x - x) := by
    rw [← error_step hM]
    abel
  have h3 := congrArg norm h2
  have h4 := norm_sub_le (solve M (E (x - solve A b)) + solve M f)
    (refineStep A M b f x - x)
  have h5 := norm_add_le (solve M (E (x - solve A b))) (solve M f)
  rw [le_div_iff₀ (by linarith [factor_lt_one h])]
  linarith

/-- Sharpness: for the scalar system with `A = 1`, `E = -t`, `b = 0`, a nonnegative starting value
and disturbances `(-1) ^ (k + 1) * ((1 - t) * η)`, each disturbance has size `η` after `M⁻¹` is
applied, and the error equals the finite-step budget at every step. -/
theorem budget_attained {t η : ℝ} (ht : 0 ≤ t) (h : t < 1 / 2) (hη : 0 ≤ η)
    {M : (ℝ →L[ℝ] ℝ)ˣ}
    (hM : M.val = (1 : (ℝ →L[ℝ] ℝ)ˣ).val + (-t) • (1 : ℝ →L[ℝ] ℝ))
    {x : ℕ → ℝ} (hx0 : 0 ≤ x 0)
    (hx : ∀ k, x (k + 1) = refineStep 1 M 0 ((-1) ^ (k + 1) * ((1 - t) * η)) (x k))
    (k : ℕ) :
    ‖solve M ((-1) ^ (k + 1) * ((1 - t) * η))‖ = η ∧
      ‖x k - solve (1 : (ℝ →L[ℝ] ℝ)ˣ) 0‖ =
        errorBudget (t / (1 - t)) η ‖x 0 - solve (1 : (ℝ →L[ℝ] ℝ)ˣ) 0‖ k := by
  have h1t : 1 - t ≠ 0 := by linarith
  have hsol : ∀ y : ℝ, solve M y = y / (1 - t) := by
    intro y
    have h1 := apply_solve M y
    rw [hM] at h1
    have h2 : solve M y + (-t) * solve M y = y := h1
    rw [eq_div_iff h1t]
    linarith
  have hz : solve (1 : (ℝ →L[ℝ] ℝ)ˣ) 0 = 0 := map_zero _
  have hq0 : 0 ≤ t / (1 - t) := div_nonneg ht (by linarith)
  -- the iterates alternate in sign and carry the full budget
  have key : ∀ n, x n = (-1) ^ n * errorBudget (t / (1 - t)) η (x 0) n ∧
      0 ≤ errorBudget (t / (1 - t)) η (x 0) n := by
    intro n
    induction n with
    | zero => simp [errorBudget, hx0]
    | succ n ih =>
      rw [errorBudget_succ (factor_lt_one h)]
      refine ⟨?_, add_nonneg (mul_nonneg hq0 ih.2) hη⟩
      have hs : x (n + 1) = x n + (0 - x n + (-1) ^ (n + 1) * ((1 - t) * η)) / (1 - t) := by
        rw [hx n, ← hsol]
        rfl
      have hr : x n + (0 - x n + (-1) ^ (n + 1) * ((1 - t) * η)) / (1 - t)
          = -(t / (1 - t)) * x n + (-1) ^ (n + 1) * η := by
        field_simp
        ring
      rw [hs, hr]
      linear_combination (-(t / (1 - t))) * ih.1
  constructor
  · have h3 : (-1 : ℝ) ^ (k + 1) * ((1 - t) * η) / (1 - t) = (-1) ^ (k + 1) * η := by
      field_simp
    rw [hsol, h3, norm_mul, norm_pow, norm_neg, norm_one, one_pow, one_mul,
      Real.norm_of_nonneg hη]
  · rw [hz, sub_zero, sub_zero, Real.norm_of_nonneg hx0, (key k).1, norm_mul, norm_pow,
      norm_neg, norm_one, one_pow, one_mul, Real.norm_of_nonneg (key k).2]

end

end MixedPrecisionRefinement
```

```lean
#print axioms MixedPrecisionRefinement.mixed_precision_refinement
#print axioms MixedPrecisionRefinement.stopping_criterion
#print axioms MixedPrecisionRefinement.budget_attained
```

```
'MixedPrecisionRefinement.mixed_precision_refinement' depends on axioms: [propext, Classical.choice, Quot.sound]
'MixedPrecisionRefinement.stopping_criterion' depends on axioms: [propext, Classical.choice, Quot.sound]
'MixedPrecisionRefinement.budget_attained' depends on axioms: [propext, Classical.choice, Quot.sound]
```

## How the Lean statement describes a solver

The vectors live in a normed space `X` over a field `𝕜`, which may be the real or the complex numbers. An element of `(X →L[𝕜] X)ˣ` is a bounded linear operator with a bounded inverse; `A.val` is the operator and `(A⁻¹).val` its inverse. The norm of an operator is the one induced by the norm on `X`, so for matrices acting on vectors with the Euclidean norm it is the largest singular value.

`solve A b` stands for $A^{-1}b$, and `refineStep A M b f x` is one update. The sequences `x` and `f` start at index 0, and `f k` enters the step from `x k` to `x (k + 1)`. `errorBudget` is $B_k$.

The theorem `mixed_precision_refinement` takes $A$, $E$ and $t$ and produces an invertible $M$ with `M.val = A.val + E`. For this $M$ the bound holds for all right-hand sides, starting vectors, disturbances and admissible $\eta$. Completeness of `X` is used only to obtain $M$; the other error estimates take an invertible $M$ as given.

Two hypotheses carry the physics of the computation:

- **The size of $E$.** It measures how far the operator inverted by the cheap solver lies from $A$. For a space other than $\{0\}$, $\|A^{-1}\|\|E\|$ is the condition number $\|A\|\|A^{-1}\|$ times the relative perturbation $\|E\|/\|A\|$, so for an ill-conditioned system this hypothesis asks for a smaller relative perturbation. The condition is sufficient, not necessary: for $E=\varepsilon A$ with small $\varepsilon$, refinement converges quickly whatever the conditioning of $A$.
- **The size of $M^{-1}f_k$.** This vector is the difference between the increment actually made and the exact increment $M^{-1}(b-Ax_k)$. It can therefore hold errors in the residual, in the triangular solves and in the final addition. If the addition is rounded, the $d_k$ of the stopping criterion is the difference of the stored iterates, which need not equal the correction returned by the solver.

Both bounds are assumed. The file contains no floating-point arithmetic and does not derive $t$ or $\eta$ from a unit round-off. $E$ is also the same in every step, so any dependence of the solver's error on the right-hand side has to be counted in $f_k$. If such errors shrink along with the residual, a single $\eta$ must still cover the largest of them, and the floor $\eta/(1-q)$ can then lie well above the error actually reached.

Linear response equations and the inner solves of shift-and-invert eigensolvers have this form once they are discretised with a fixed, invertible $A$. A nonlinear self-consistency cycle, in which the operator changes with the solution, is not covered.

## From the Neumann series to the attained bound

`apply_solve` and `solve_apply` say that `solve` inverts the operator from either side. `errorBudget_succ` is the recursion $B_{k+1}=qB_k+\eta$, and `factor_lt_one` is $q<1$.

In `isUnit_perturbed`, the step `hfac` is the factorisation, written as $A(1-(-A^{-1}E))$ to suit Mathlib's Neumann-series lemma `isUnit_one_sub_of_norm_lt_one`.

`norm_solve_perturbation_le` gives the contraction factor. Its `h3` is the identity $w=A^{-1}E(v-w)$, the `calc` block in `h5` is the chain of norm estimates, and the closing `nlinarith` moves $t\|w\|$ to the left.

`error_step` rewrites the residual as $Ee_k+f_k-Me_k$ and applies $M^{-1}$ by linearity. `error_le_budget` is the induction: it combines the triangle inequality, the contraction estimate and the bound on `solve M (f k)`. The main theorem then discards $-q^k$ in `hnum`, having read off $\eta\ge0$ from the disturbance bound at index 0.

In `stopping_criterion`, `h2` writes the old error as the new error minus the correction, and the bound follows from the triangle inequality together with the contraction estimate `h1`. The bound concerns the iterate `x` before the correction is added.

For the scalar example, `budget_attained` first computes `solve M y = y / (1 - t)`. An induction named `key` then shows that the iterates alternate in sign with magnitude $B_k$. The theorem also confirms that each disturbance has size exactly $\eta$ after $M^{-1}$ is applied.

## The two ends of the range of $t$

At $t=0$ the hypothesis forces $E=0$, so $M=A$ and $q=0$. One step gives $x_{k+1}=A^{-1}b+A^{-1}f_k$, and the bound reduces to $\eta$ for every $k\ge1$.

As $t$ approaches $1/2$, $q$ approaches $1$ and the floor $\eta/(1-q)=\eta(1-t)/(1-2t)$ grows without limit if $\eta>0$. At $t=1/2$ the scalar example without disturbances becomes $x_{k+1}=-x_k$, which never converges from a nonzero start.

## Bounding $f_k$ itself

The disturbance could also have been modelled by a bound $\|f_k\|\le\varphi$ on the residual side, which is closer to what an error analysis of the residual delivers. The argument used for the contraction factor gives $\|M^{-1}\|\le\|A^{-1}\|/(1-t)$, so $\eta=\|A^{-1}\|\varphi/(1-t)$ is admissible and the floor becomes

$$\frac{\|A^{-1}\|\,\varphi}{1-2t}.$$

This variant, which the file does not contain, shows the factor $\|A^{-1}\|$ openly in the floor. It is more pessimistic when $M^{-1}$ happens to amplify the actual disturbances only weakly, and errors made in adding the correction would first have to be translated into a residual.
